# For λ > 0, the constrained-search functional obeys F_λ[n] = λ² F_1[n_(1/λ)]

Take two electrons at x₀ and x₁, suppress spin, and replace ψ(x₀, x₁) by γ³ ψ(γx₀, γx₁). The norm is unchanged, the kinetic energy T is multiplied by γ², and the Coulomb repulsion W by γ. For γ = 1/λ, the new function therefore has

T + W = (1/λ²) (T_old + λ W_old).

So a weakened repulsion looks like full repulsion at a rescaled density. For any number of electrons, let F_λ[n] be the infimum of T + λW over wave functions of density n, and let n_γ(r) = γ³ n(γr). The claim is then F_λ[n] = λ² F_1[n_(1/λ)]. I would like to see this made rigorous for actual wave functions, with the scaling laws derived instead of assumed, and checked by machine. How does that go?

## Rescaling the coordinates absorbs the coupling strength

The two-electron argument carries over to N electrons. Write x = (x₀, …, x_M) for the positions, with N = M + 1, and s for the spins. For γ > 0 define

ψ_γ(x, s) = γ^(3N/2) ψ(γx, s).

Configuration space has dimension 3N, so for any integrand f

γ^(3N) ∫ f(γx) dx = ∫ f(x) dx.

Let ∂_ia be the derivative along Cartesian axis a of electron i. The chain rule gives

∂_ia ψ_γ(x, s) = γ^(3N/2) · γ · (∂_ia ψ)(γx, s).

Squaring, summing over s, i and a, and integrating with the factor ½ gives

T(ψ_γ) = γ² · γ^(3N) · ½ Σ ∫ |(∂_ia ψ)(γx, s)|² dx = γ² T(ψ).

For the repulsion, each inverse distance satisfies

1/|x_i − x_j| = γ / |γx_i − γx_j|,

and the same change of variables yields W(ψ_γ) = γ W(ψ). Hence, for any coupling μ,

T(ψ_γ) + μ W(ψ_γ) = γ² [T(ψ) + (μ/γ) W(ψ)].

For the density, let p(x) = Σ_s |ψ(x, s)|², fix electron 0 at r and integrate over the positions y of the other M electrons:

N ∫ γ^(3N) p(γr, γy) dy = γ³ N ∫ p(γr, y) dy = γ³ n(γr) = n_γ(r).

Of the 3N powers of γ, 3M are used up by the integral and three remain.

Now compare the infima. If ψ has density n, then ψ_(1/λ) has density n_(1/λ), and its full-coupling energy is (T + λW)(ψ)/λ². It is at least F_1[n_(1/λ)], so

λ² F_1[n_(1/λ)] ≤ T(ψ) + λ W(ψ).

The left side is thus a lower bound at density n. To see that it is the greatest one, let b be any lower bound there, and let φ have density n_(1/λ). Scaling by λ restores the density n, since λ³ · λ⁻³ n(r) = n(r), and φ_λ has energy λ² (T + W)(φ). Therefore b/λ² ≤ (T + W)(φ) for every such φ, which gives b ≤ λ² F_1[n_(1/λ)].

A numerical instance shows the energy relation for a single pair of states. Put two electrons in a spin singlet with both in the normalised orbital √(ζ³/π) e^(−ζr). In atomic units T = ζ² and W = 5ζ/8. Take λ = 1/2 and ζ = 1:

T + λW = 1 + 5/16 = 21/16.

Scaling by 1/λ = 2 gives the same form with ζ = 2, where

T + W = 4 + 5/4 = 21/4, and λ² · 21/4 = 21/16.

The density changes from (2/π) e^(−2r) to (16/π) e^(−4r), which is 8 n(2r). These are energies of trial states; the infima may lie lower.

In the Lean file, a `WaveFn N` is a complex function of N points in ℝ³ and N two-valued spins. `kinetic` and `repulsion` are integrals in atomic units, `energy lam` is T + λW, and `scale` and `scaleDensity` are the two scalings above. The predicate `IsState n ψ` says that ψ is antisymmetric under joint permutation of positions and spins, is locally Lipschitz in the positions (which leaves room for Coulomb cusps), and has density n at every point. It also requires the density, kinetic and repulsion integrands to be integrable. This matters because Lean gives a non-integrable function the integral zero, and a state of infinite energy would otherwise count as a cheap one.

The functional `universalF M lam n` is the infimum of the energies over such states with M + 1 electrons. The main theorem, `universalF_scaling`, assumes λ > 0 and that some state has density n; physically, n must be representable by an admissible wave function. It concludes that λ² F_1[n_(1/λ)] is the greatest lower bound of the energies T + λW at density n, and that it equals F_λ[n]. For one electron W vanishes, and the relation reduces to the quadratic scaling of the kinetic energy.

Normalisation is not a separate condition: it follows when n integrates to N, which is the physical case. The search runs over pure states in the locally Lipschitz class, not over all wave functions of finite kinetic energy and not over ensembles. The non-interacting point λ = 0 is excluded, and nothing is said about whether a minimiser exists. Within this pure-state search, the functional at full interaction fixes its values at every λ > 0 along the adiabatic connection, the path in coupling strength that motivates global hybrid functionals.

```lean
import Mathlib

open MeasureTheory

namespace AdiabaticConnectionScaling

noncomputable section

/-- Physical space. -/
abbrev R3 := EuclideanSpace ℝ (Fin 3)

/-- Positions of `N` electrons. -/
abbrev Config (N : ℕ) := Fin N → R3

/-- Wave functions of the positions and spins of `N` electrons. -/
abbrev WaveFn (N : ℕ) := Config N → (Fin N → Bool) → ℂ

variable {N M : ℕ}

/-- Unit displacement of electron `i` along Cartesian axis `a`. -/
def unitMove (i : Fin N) (a : Fin 3) : Config N := Pi.single i (EuclideanSpace.single a (1 : ℝ))

/-- Partial derivative of `ψ` along Cartesian coordinate `a` of electron `i`. -/
def partialD (ψ : WaveFn N) (s : Fin N → Bool) (i : Fin N) (a : Fin 3) (x : Config N) : ℂ :=
  deriv (fun t : ℝ => ψ (x + t • unitMove i a) s) 0

/-- Probability density of the electron positions, summed over spins. -/
def positionDensity (ψ : WaveFn N) (x : Config N) : ℝ := ∑ s, ‖ψ x s‖ ^ 2

/-- Integrand of the kinetic energy, in atomic units. -/
def kineticDensity (ψ : WaveFn N) (x : Config N) : ℝ :=
  1 / 2 * ∑ s, ∑ i, ∑ a, ‖partialD ψ s i a x‖ ^ 2

/-- Integrand of the Coulomb repulsion, in atomic units. -/
def repulsionDensity (ψ : WaveFn N) (x : Config N) : ℝ :=
  (∑ i, ∑ j ∈ Finset.Ioi i, 1 / ‖x i - x j‖) * positionDensity ψ x

/-- Kinetic energy `T`. -/
def kinetic (ψ : WaveFn N) : ℝ := ∫ x, kineticDensity ψ x

/-- Electron-electron repulsion energy `W`. -/
def repulsion (ψ : WaveFn N) : ℝ := ∫ x, repulsionDensity ψ x

/-- The energy `T + lam W` at coupling strength `lam`. -/
def energy (lam : ℝ) (ψ : WaveFn N) : ℝ := kinetic ψ + lam * repulsion ψ

/-- Electron density of `M + 1` electrons at the point `r`. -/
def density (ψ : WaveFn (M + 1)) (r : R3) : ℝ :=
  (M + 1) * ∫ y : Config M, positionDensity ψ (Matrix.vecCons r y)

/-- Uniform coordinate scaling `ψ_γ(x) = γ^(3N/2) ψ(γ x)`. -/
def scale (γ : ℝ) (ψ : WaveFn N) : WaveFn N :=
  fun x s => (Real.sqrt (γ ^ (3 * N)) : ℂ) * ψ (γ • x) s

/-- The scaled density `n_γ(r) = γ³ n(γ r)`. -/
def scaleDensity (γ : ℝ) (n : R3 → ℝ) : R3 → ℝ := fun r => γ ^ 3 * n (γ • r)

/-- `ψ` is an antisymmetric, locally Lipschitz wave function of density `n` with finite
kinetic and repulsion energy. -/
structure IsState (n : R3 → ℝ) (ψ : WaveFn (M + 1)) : Prop where
  lip : ∀ s, LocallyLipschitz (fun x => ψ x s)
  antisymm : ∀ (p : Equiv.Perm (Fin (M + 1))) (x : Config (M + 1)) (s : Fin (M + 1) → Bool),
    ψ (x ∘ p) (s ∘ p) = ((Equiv.Perm.sign p : ℤ) : ℂ) * ψ x s
  slice : ∀ r, Integrable (fun y : Config M => positionDensity ψ (Matrix.vecCons r y))
  dens : ∀ r, density ψ r = n r
  kin : Integrable (kineticDensity ψ)
  rep : Integrable (repulsionDensity ψ)

/-- The universal functional `F_lam[n]`: the infimum of `T + lam W` over states of density `n`
with `M + 1` electrons. -/
def universalF (M : ℕ) (lam : ℝ) (n : R3 → ℝ) : ℝ :=
  sInf (energy lam '' {ψ : WaveFn (M + 1) | IsState n ψ})

/-- Change of variables under a dilation of configuration space. -/
theorem integral_dilate {γ : ℝ} (hγ : 0 < γ) (f : Config N → ℝ) :
    γ ^ (3 * N) * ∫ x, f (γ • x) = ∫ x, f x := by
  have hd : Module.finrank ℝ (Config N) = 3 * N := by
    rw [Module.finrank_pi_fintype]
    simp [mul_comm]
  rw [Measure.integral_comp_smul, hd, abs_of_pos (by positivity), smul_eq_mul,
    mul_inv_cancel_left₀ (by positivity)]

/-- Scaling of the position probability density. -/
theorem positionDensity_scale {γ : ℝ} (hγ : 0 < γ) (ψ : WaveFn N) (x : Config N) :
    positionDensity (scale γ ψ) x = γ ^ (3 * N) * positionDensity ψ (γ • x) := by
  simp only [positionDensity, scale, norm_mul, mul_pow, Complex.norm_real, Real.norm_eq_abs,
    sq_abs]
  rw [Real.sq_sqrt (by positivity), ← Finset.mul_sum]

/-- Scaling of the kinetic energy integrand: two derivatives give two powers of `γ`. -/
theorem kineticDensity_scale {γ : ℝ} (hγ : 0 < γ) (ψ : WaveFn N) (x : Config N) :
    kineticDensity (scale γ ψ) x = γ ^ (3 * N) * (γ ^ 2 * kineticDensity ψ (γ • x)) := by
  -- the chain rule along a line
  have hline : ∀ (c : ℂ) (g : ℝ → ℂ),
      deriv (fun t : ℝ => c * g (γ * t)) 0 = c * ((γ : ℂ) * deriv g 0) := by
    intro c g
    rw [deriv_const_mul_field, deriv_comp_mul_left, mul_zero, Complex.real_smul]
  have hp : ∀ s i a, ‖partialD (scale γ ψ) s i a x‖ ^ 2
      = γ ^ (3 * N) * (γ ^ 2 * ‖partialD ψ s i a (γ • x)‖ ^ 2) := by
    intro s i a
    have h : partialD (scale γ ψ) s i a x
        = (Real.sqrt (γ ^ (3 * N)) : ℂ) * ((γ : ℂ) * partialD ψ s i a (γ • x)) := by
      have h0 := hline (Real.sqrt (γ ^ (3 * N)) : ℂ)
        (fun t => ψ (γ • x + t • unitMove i a) s)
      simpa only [partialD, scale, smul_add, smul_smul] using h0
    rw [h]
    simp only [norm_mul, mul_pow, Complex.norm_real, Real.norm_eq_abs, sq_abs]
    rw [Real.sq_sqrt (by positivity)]
  simp only [kineticDensity, hp, ← Finset.mul_sum]
  ring

/-- Scaling of the Coulomb integrand: the inverse distance gives one power of `γ`. -/
theorem repulsionDensity_scale {γ : ℝ} (hγ : 0 < γ) (ψ : WaveFn N) (x : Config N) :
    repulsionDensity (scale γ ψ) x = γ ^ (3 * N) * (γ * repulsionDensity ψ (γ • x)) := by
  have hd : ∀ i j, 1 / ‖x i - x j‖ = γ * (1 / ‖(γ • x) i - (γ • x) j‖) := by
    intro i j
    rw [Pi.smul_apply, Pi.smul_apply, ← smul_sub, norm_smul, Real.norm_of_nonneg hγ.le,
      one_div, one_div, mul_inv, mul_inv_cancel_left₀ hγ.ne']
  unfold repulsionDensity
  rw [positionDensity_scale hγ, Finset.sum_congr rfl
    (fun i _ => Finset.sum_congr rfl (fun j _ => hd i j))]
  simp only [← Finset.mul_sum]
  ring

/-- Under coordinate scaling `T + mu W` becomes `γ² (T + (mu/γ) W)`. -/
theorem energy_scale {γ : ℝ} (hγ : 0 < γ) (mu : ℝ) (ψ : WaveFn N) :
    energy mu (scale γ ψ) = γ ^ 2 * energy (mu / γ) ψ := by
  have hT : kinetic (scale γ ψ) = γ ^ 2 * kinetic ψ := by
    simp only [kinetic, kineticDensity_scale hγ, integral_const_mul]
    linear_combination γ ^ 2 * integral_dilate hγ (kineticDensity ψ)
  have hW : repulsion (scale γ ψ) = γ * repulsion ψ := by
    simp only [repulsion, repulsionDensity_scale hγ, integral_const_mul]
    linear_combination γ * integral_dilate hγ (repulsionDensity ψ)
  rw [energy, energy, hT, hW]
  field_simp

/-- The scaled wave function has the scaled density. -/
theorem density_scale {γ : ℝ} (hγ : 0 < γ) (ψ : WaveFn (M + 1)) (r : R3) :
    density (scale γ ψ) r = scaleDensity γ (density ψ) r := by
  have h : γ ^ (3 * M) * ∫ y : Config M, positionDensity ψ (Matrix.vecCons (γ • r) (γ • y))
      = ∫ y : Config M, positionDensity ψ (Matrix.vecCons (γ • r) y) :=
    integral_dilate hγ (fun y => positionDensity ψ (Matrix.vecCons (γ • r) y))
  simp only [density, scaleDensity, positionDensity_scale hγ, Matrix.smul_cons,
    integral_const_mul]
  rw [← h]
  ring

/-- Coordinate scaling maps states of density `n` to states of density `n_γ`. -/
theorem isState_scale {γ : ℝ} (hγ : 0 < γ) {n : R3 → ℝ} {ψ : WaveFn (M + 1)}
    (h : IsState n ψ) : IsState (scaleDensity γ n) (scale γ ψ) where
  lip s := by
    have h1 : LocallyLipschitz
        (fun z : ℂ => (Real.sqrt (γ ^ (3 * (M + 1))) : ℂ) * z) :=
      (lipschitzWith_smul (Real.sqrt (γ ^ (3 * (M + 1))) : ℂ)).locallyLipschitz
    have h2 : LocallyLipschitz (fun x : Config (M + 1) => γ • x) :=
      (lipschitzWith_smul γ).locallyLipschitz
    exact h1.comp ((h.lip s).comp h2)
  antisymm p x s := by
    have h1 := h.antisymm p (γ • x) s
    change _ * ψ ((γ • x) ∘ p) (s ∘ p) = _ * (_ * ψ (γ • x) s)
    rw [h1]
    ring
  slice r := by
    simp only [positionDensity_scale hγ, Matrix.smul_cons]
    exact ((h.slice (γ • r)).comp_smul hγ.ne').const_mul _
  dens r := by
    rw [density_scale hγ, scaleDensity, scaleDensity, h.dens]
  kin := by
    rw [funext (kineticDensity_scale hγ ψ)]
    exact ((h.kin.comp_smul hγ.ne').const_mul _).const_mul _
  rep := by
    rw [funext (repulsionDensity_scale hγ ψ)]
    exact ((h.rep.comp_smul hγ.ne').const_mul _).const_mul _

/-- A state of density `n_(1/lam)` scales back to a state of density `n`, and its energy
`T + W` times `lam²` is the energy `T + lam W` of the scaled state. -/
theorem scale_back {lam : ℝ} (hl : 0 < lam) {n : R3 → ℝ} {φ : WaveFn (M + 1)}
    (h : IsState (scaleDensity lam⁻¹ n) φ) :
    IsState n (scale lam φ) ∧ energy lam (scale lam φ) = lam ^ 2 * energy 1 φ := by
  have hn : scaleDensity lam (scaleDensity lam⁻¹ n) = n := by
    funext r
    simp only [scaleDensity]
    rw [inv_smul_smul₀ hl.ne', ← mul_assoc, ← mul_pow, mul_inv_cancel₀ hl.ne', one_pow, one_mul]
  refine ⟨?_, by rw [energy_scale hl, div_self hl.ne']⟩
  have h1 := isState_scale hl h
  rwa [hn] at h1

/-- Scaling relation of the adiabatic connection: if `n` is the density of some state, the
infimum of `T + lam W` at density `n` is `lam²` times the infimum of `T + W` at density
`n_(1/lam)`. -/
theorem universalF_scaling {lam : ℝ} (hl : 0 < lam) {n : R3 → ℝ}
    (hne : ∃ ψ : WaveFn (M + 1), IsState n ψ) :
    IsGLB (energy lam '' {ψ : WaveFn (M + 1) | IsState n ψ})
        (lam ^ 2 * universalF M 1 (scaleDensity lam⁻¹ n)) ∧
      universalF M lam n = lam ^ 2 * universalF M 1 (scaleDensity lam⁻¹ n) := by
  obtain ⟨ψ₀, h₀⟩ := hne
  have hl2 : 0 < lam ^ 2 := by positivity
  -- the infimum at full coupling is genuine: energies exist and are nonnegative
  have hF : IsGLB (energy 1 '' {ψ : WaveFn (M + 1) | IsState (scaleDensity lam⁻¹ n) ψ})
      (universalF M 1 (scaleDensity lam⁻¹ n)) := by
    refine isGLB_csInf ⟨_, scale lam⁻¹ ψ₀, isState_scale (inv_pos.2 hl) h₀, rfl⟩ ⟨0, ?_⟩
    rintro _ ⟨ψ, -, rfl⟩
    have hT : 0 ≤ kinetic ψ :=
      integral_nonneg fun x => by simp only [Pi.zero_apply, kineticDensity]; positivity
    have hW : 0 ≤ repulsion ψ :=
      integral_nonneg fun x => by
        simp only [Pi.zero_apply, repulsionDensity, positionDensity]; positivity
    simp only [energy]
    linarith
  have hG : IsGLB (energy lam '' {ψ : WaveFn (M + 1) | IsState n ψ})
      (lam ^ 2 * universalF M 1 (scaleDensity lam⁻¹ n)) := by
    constructor
    · -- scale a state of density n to full coupling
      rintro _ ⟨ψ, hψ, rfl⟩
      have h1 := hF.1 ⟨scale lam⁻¹ ψ, isState_scale (inv_pos.2 hl) hψ, rfl⟩
      rw [energy_scale (inv_pos.2 hl), one_div, inv_inv, inv_pow] at h1
      calc lam ^ 2 * universalF M 1 (scaleDensity lam⁻¹ n)
          ≤ lam ^ 2 * ((lam ^ 2)⁻¹ * energy lam ψ) := mul_le_mul_of_nonneg_left h1 hl2.le
        _ = energy lam ψ := mul_inv_cancel_left₀ hl2.ne' _
    · -- scale back to transfer any other lower bound
      intro b hb
      have h1 : b / lam ^ 2 ≤ universalF M 1 (scaleDensity lam⁻¹ n) := by
        apply hF.2
        rintro _ ⟨φ, hφ, rfl⟩
        obtain ⟨h2, h3⟩ := scale_back hl hφ
        have h4 := hb ⟨_, h2, rfl⟩
        rw [h3] at h4
        rw [div_le_iff₀ hl2]
        linarith
      rw [div_le_iff₀ hl2] at h1
      linarith
  exact ⟨hG, hG.csInf_eq ⟨_, ψ₀, h₀, rfl⟩⟩

end

end AdiabaticConnectionScaling
```

```lean
#print axioms AdiabaticConnectionScaling.density_scale
-- 'AdiabaticConnectionScaling.density_scale' depends on axioms: [propext, Classical.choice, Quot.sound]
#print axioms AdiabaticConnectionScaling.universalF_scaling
-- 'AdiabaticConnectionScaling.universalF_scaling' depends on axioms: [propext, Classical.choice, Quot.sound]
```

The proof follows the derivation closely. `integral_dilate` is the change of variables: it computes the dimension 3N and applies Mathlib's formula for integrals under a dilation. `positionDensity_scale` squares the prefactor, which the code writes as the square root of γ^(3N).

`kineticDensity_scale` works pointwise. Its step `hline` is the chain rule along a line, `hp` turns it into the scaling of each squared derivative, and the sums then factor. `repulsionDensity_scale` does the same for the inverse distances. In `energy_scale`, the facts `hT` and `hW` combine these pointwise identities with the change of variables through `linear_combination`, and together they give the formula for a general coupling μ.

`density_scale` applies `integral_dilate` to the M electrons that are integrated out, which leaves the factor γ³. `isState_scale` then checks each condition in turn: composition with a dilation preserves the Lipschitz property, antisymmetry and integrability, and the density becomes n_γ. `scale_back` proves that scaling by λ undoes the scaling of the density by 1/λ, and records the energy of the scaled-back state.

In `universalF_scaling`, the step `hF` first shows that the infimum at full coupling is a greatest lower bound. The set of energies is non-empty, because the given state can be scaled, and it is bounded below by zero, because T and W are integrals of non-negative functions. The step `hG` contains the two halves of the comparison: the `calc` block scales a state of density n to full coupling, and the second half uses `scale_back` to carry an arbitrary lower bound b the other way. The equality for F_λ[n] follows because the infimum of a non-empty set with a greatest lower bound is that bound.
